# Fowler's photoemission integral at finite temperature: a reflection formula and a nonzero value at threshold

If the work function of a metal is read off as the photon energy at which photoemission vanishes, the reading fails at any temperature above zero. In Fowler's model, electrons in the thermal tail of the Fermi distribution still escape when the photon energy equals the work function. The emission there is proportional to π²(kT)²/12, where k is Boltzmann's constant and T the temperature.

The model takes free electrons, non-interacting and with kinetic energy quadratic in momentum, in a metal with work function φ. A photon of energy hν adds its energy to an electron's motion normal to the surface, and the electron leaves if it clears the barrier. With E the normal energy left over above the barrier, the emission integral is

S = ∫_{E>0} kT ln(1 + exp((hν − φ − E)/kT)) dE.

The logarithm comes from summing the Fermi distribution over motion parallel to the surface, and the weight dE from counting electrons by the rate at which they arrive at the surface. The lower limit E = 0 is right as long as hν − φ does not exceed the height of the Fermi level above the bottom of the band; for larger photon energies S would count electrons that do not exist. Equating a measured photocurrent with a constant times S further assumes that every arriving electron able to clear the barrier has the same probability of excitation and escape, and that this probability does not change with photon energy.

## Supply, Fowler function and emission integral

```lean
import Mathlib

open MeasureTheory Set
open scoped Real

namespace FowlerPhotoemission

noncomputable section

/-- The reduced supply function `ln(1 + exp(-u))` of a Fermi gas, with `u` the normal energy
measured from the Fermi level in units of `kT`. -/
def supply (u : ℝ) : ℝ := Real.log (1 + Real.exp (-u))
```

This defines g(u) = ln(1 + e^(−u)) for real u, the normal energy measured from the Fermi level in units of kT. The name "supply function" often includes a dimensional prefactor, which is left out here.

```lean
/-- The Fowler function: the integral of `ln(1 + exp(m - x))` over `x > 0`. -/
def fowler (m : ℝ) : ℝ := ∫ x in Ioi (0 : ℝ), Real.log (1 + Real.exp (m - x))
```

`Ioi (0 : ℝ)` is the open half-line x > 0, so `fowler m` is

Y(m) = ∫_{x>0} ln(1 + e^(m−x)) dx.

Here m stands for (hν − φ)/kT; it is not a mass.

```lean
/-- The emission integral at thermal energy `kT > 0`, photon energy `hν` and work function `φ`,
taken over the excess normal energy `E > 0` above the barrier. -/
def emission (kT hν φ : ℝ) : ℝ :=
  ∫ E in Ioi (0 : ℝ), kT * Real.log (1 + Real.exp ((hν - φ - E) / kT))
```

This is S. In Lean `kT` and `hν` are single names for real numbers, not products, and all three arguments are energies in the same unit.

## Two properties of the supply

```lean
/-- The supply function is integrable above any energy. -/
theorem supply_integrableOn (a : ℝ) : IntegrableOn supply (Ioi a) := by
  have h := exp_neg_integrableOn_Ioi a (b := (1 : ℝ)) one_pos
  simp only [neg_mul, one_mul] at h
  have hc : Continuous supply := by
    unfold supply
    exact Continuous.log (by fun_prop) (fun x => by positivity)
  refine Integrable.mono' h hc.aestronglyMeasurable (Filter.Eventually.of_forall fun u => ?_)
  have hp := Real.exp_pos (-u)
  have h0 : 0 ≤ supply u := Real.log_nonneg (by linarith)
  rw [Real.norm_of_nonneg h0]
  have h1 := Real.log_le_sub_one_of_pos (show 0 < 1 + Real.exp (-u) by positivity)
  unfold supply
  linarith
```

For every real a, g is integrable on u > a. Since ln(1 + y) ≤ y for y ≥ 0,

0 ≤ g(u) ≤ e^(−u),

and the exponential is integrable there. `Integrable.mono'` is this comparison; it also needs g to be measurable, which follows from continuity. The check matters because Lean assigns the value 0 to the integral of a non-integrable function.

```lean
/-- Particle-hole symmetry: the supply functions at `-u` and `u` differ by `u`. -/
theorem supply_neg (u : ℝ) : supply (-u) = u + supply u := by
  have h : 1 + Real.exp (- -u) = Real.exp u * (1 + Real.exp (-u)) := by
    rw [mul_add, ← Real.exp_add, add_neg_cancel, Real.exp_zero, neg_neg]
    ring
  unfold supply
  rw [h, Real.log_mul (Real.exp_pos u).ne' (by positivity), Real.log_exp]
```

This is particle-hole symmetry, g(−u) = u + g(u). Factor 1 + e^u = e^u (1 + e^(−u)) and take logarithms. The proof establishes the factorisation as `h`, then applies the product rule for the logarithm.

## Moving the photon energy

```lean
/-- For `a ≤ b`, raising the argument of the Fowler function from `a` to `b` adds the integral of
the supply function from `-b` to `-a`. -/
theorem fowler_step {a b : ℝ} (hab : a ≤ b) :
    fowler b = (∫ u in (-b)..(-a), supply u) + fowler a := by
  -- measure energies from the Fermi level instead of the barrier
  have tail : ∀ m : ℝ, fowler m = ∫ u in Ioi (-m), supply u := by
    intro m
    have h := integral_sub_right_eq_self (μ := volume) ((Ioi (-m)).indicator supply) m
    unfold fowler
    rw [← integral_indicator measurableSet_Ioi, ← integral_indicator measurableSet_Ioi, ← h]
    refine integral_congr_ae (Filter.Eventually.of_forall fun x => ?_)
    by_cases hx : 0 < x
    · have h' : -m < x - m := by linarith
      simp only [Set.indicator, Set.mem_Ioi, hx, h', if_true, supply, neg_sub]
    · have h' : ¬ (-m < x - m) := by intro h2; exact hx (by linarith)
      simp only [Set.indicator, Set.mem_Ioi, hx, h', if_false]
  have hle : -b ≤ -a := by linarith
  rw [tail, tail, intervalIntegral.integral_of_le hle,
    ← setIntegral_union (Set.Ioc_disjoint_Ioi le_rfl) measurableSet_Ioi
      ((supply_integrableOn (-b)).mono_set Set.Ioc_subset_Ioi_self) (supply_integrableOn (-a)),
    Set.Ioc_union_Ioi_eq_Ioi hle]
```

The braces around `a b` mean that Lean infers these numbers; `hab` is the hypothesis a ≤ b. Substituting u = x − m gives

Y(m) = ∫_{u>−m} g(u) du.

Raising m from a to b lowers the limit from −a to −b, so

Y(b) = ∫_{−b}^{−a} g(u) du + Y(a).

The substitution is the inner statement `tail`. It extends the integrands by zero to the whole line, where a shift leaves the integral unchanged. The last lines join the intervals (−b, −a] and (−a, ∞).

## The value at threshold

```lean
/-- The alternating sum of inverse squares `1 - 1/4 + 1/9 - ...` equals `π²/12`. -/
theorem hasSum_alternating :
    HasSum (fun n : ℕ => (-1 : ℝ) ^ n / ((n : ℝ) + 1) ^ 2) (π ^ 2 / 12) := by
  have z : HasSum (fun n : ℕ => 1 / ((n : ℝ) + 1) ^ 2) (π ^ 2 / 6) := by
    simpa using (hasSum_nat_add_iff' 1).2 hasSum_zeta_two
  have hE : HasSum (fun k : ℕ => 1 / (((2 * k + 1 : ℕ) : ℝ) + 1) ^ 2) (1 / 4 * (π ^ 2 / 6)) := by
    have e : (fun k : ℕ => 1 / (((2 * k + 1 : ℕ) : ℝ) + 1) ^ 2) =
        fun k : ℕ => 1 / 4 * (1 / ((k : ℝ) + 1) ^ 2) := by
      funext k
      rw [show ((2 * k + 1 : ℕ) : ℝ) + 1 = 2 * ((k : ℝ) + 1) by push_cast; ring]
      generalize (k : ℝ) + 1 = y
      ring
    rw [e]
    exact z.mul_left (1 / 4)
  have hinj : Function.Injective (fun k : ℕ => 2 * k) := by
    intro a b h
    dsimp only at h
    omega
  obtain ⟨S, hO⟩ : ∃ S, HasSum (fun k : ℕ => 1 / (((2 * k : ℕ) : ℝ) + 1) ^ 2) S :=
    z.summable.comp_injective hinj
  have hall : HasSum (fun n : ℕ => 1 / ((n : ℝ) + 1) ^ 2) (S + 1 / 4 * (π ^ 2 / 6)) :=
    HasSum.even_add_odd hO hE
  have hS := hall.unique z
  -- the same two halves, now with opposite signs
  have halt : HasSum (fun n : ℕ => (-1 : ℝ) ^ n / ((n : ℝ) + 1) ^ 2)
      (S + -(1 / 4 * (π ^ 2 / 6))) := by
    refine HasSum.even_add_odd ?_ ?_
    · convert hO using 1
      funext k
      rw [pow_mul, neg_one_sq, one_pow]
    · have e : (fun k : ℕ => (-1 : ℝ) ^ (2 * k + 1) / (((2 * k + 1 : ℕ) : ℝ) + 1) ^ 2) =
          fun k : ℕ => -(1 / (((2 * k + 1 : ℕ) : ℝ) + 1) ^ 2) := by
        funext k
        rw [pow_succ, pow_mul, neg_one_sq, one_pow, one_mul, neg_div]
      change HasSum
        (fun k : ℕ => (-1 : ℝ) ^ (2 * k + 1) / (((2 * k + 1 : ℕ) : ℝ) + 1) ^ 2) _
      rw [e]
      exact hE.neg
  convert halt using 1
  linarith
```

`HasSum` says that a series converges to the stated value. Counting from n = 0, the claim is

Σ (−1)^n/(n+1)² = π²/12.

Start from Σ 1/(n+1)² = π²/6, which Mathlib supplies. The terms with odd n have even denominators and add up to (1/4)(π²/6) = π²/24. The terms with even n therefore add up to S = π²/6 − π²/24 = π²/8; inside this proof `S` is that partial sum, not the emission integral. Reversing the sign of the odd terms gives π²/8 − π²/24 = π²/12.

```lean
/-- At threshold the Fowler function equals `π²/12`. -/
theorem fowler_zero : fowler 0 = π ^ 2 / 12 := by
  have hpos : ∀ n : ℕ, (0 : ℝ) < (n : ℝ) + 1 := fun n => by positivity
  have hI : ∀ n : ℕ, ∫ u in Ioi (0 : ℝ), Real.exp (-(((n : ℝ) + 1) * u)) = 1 / ((n : ℝ) + 1) := by
    intro n
    have h := integral_comp_mul_left_Ioi (fun y => Real.exp (-y)) 0 (hpos n)
    rw [mul_zero, integral_exp_neg_Ioi_zero, smul_eq_mul, mul_one] at h
    rw [one_div]
    exact h
  let F : ℕ → ℝ → ℝ := fun n u => (-1) ^ n / ((n : ℝ) + 1) * Real.exp (-(((n : ℝ) + 1) * u))
  have hF : ∀ n, Integrable (F n) (volume.restrict (Ioi 0)) := by
    intro n
    have h := exp_neg_integrableOn_Ioi 0 (hpos n)
    simp only [neg_mul] at h
    exact Integrable.const_mul h _
  have hN : ∀ n, ∫ u in Ioi (0 : ℝ), ‖F n u‖ = 1 / ((n : ℝ) + 1) ^ 2 := by
    intro n
    have h : ∀ u, ‖F n u‖ = 1 / ((n : ℝ) + 1) * Real.exp (-(((n : ℝ) + 1) * u)) := by
      intro u
      simp only [F]
      rw [norm_mul, norm_div, norm_pow, norm_neg, norm_one, one_pow,
        Real.norm_of_nonneg (hpos n).le, Real.norm_of_nonneg (Real.exp_pos _).le]
    simp only [h, integral_const_mul, hI]
    field_simp
  have hsum : Summable fun n => ∫ u in Ioi (0 : ℝ), ‖F n u‖ := by
    simp only [hN]
    simpa using (summable_nat_add_iff 1).2 hasSum_zeta_two.summable
  have key := hasSum_integral_of_summable_integral_norm hF hsum
  have hV : ∀ n, ∫ u in Ioi (0 : ℝ), F n u = (-1) ^ n / ((n : ℝ) + 1) ^ 2 := by
    intro n
    simp only [F, integral_const_mul, hI]
    field_simp
  simp only [hV] at key
  rw [← key.unique hasSum_alternating]
  -- expand the logarithm in powers of the Boltzmann factor
  refine setIntegral_congr_fun measurableSet_Ioi fun u hu => ?_
  have hu' : 0 < u := hu
  have hlt : |-Real.exp (-u)| < 1 := by
    rw [abs_neg, abs_of_pos (Real.exp_pos _)]
    exact Real.exp_lt_one_iff.2 (by linarith)
  have hs := (Real.hasSum_pow_div_log_of_abs_lt_one hlt).neg
  rw [neg_neg, sub_neg_eq_add] at hs
  have hterm : ∀ n : ℕ, F n u = -((-Real.exp (-u)) ^ (n + 1) / ((n : ℝ) + 1)) := by
    intro n
    have he : Real.exp (-(((n : ℝ) + 1) * u)) = Real.exp (-u) ^ (n + 1) := by
      rw [← Real.exp_nat_mul]
      congr 1
      push_cast
      ring
    simp only [F]
    rw [he, neg_pow (Real.exp (-u)), pow_succ (-1 : ℝ)]
    ring
  simp only [hterm, zero_sub]
  exact hs.tsum_eq.symm
```

This is Y(0) = π²/12. For u > 0 we have e^(−u) < 1, so the logarithm expands as

ln(1 + e^(−u)) = Σ (−1)^n e^(−(n+1)u)/(n+1).

Each exponential integrates over u > 0 to 1/(n+1), which is `hI`. Integrating term by term produces the alternating sum above.

Exchanging sum and integral is allowed because the integrals of the absolute values, 1/(n+1)², have a finite sum. Those are `hN` and `hsum`, and `key` is the exchange. The closing lines match the terms `F n u` to Mathlib's logarithm series.

## Reflection about the threshold

```lean
/-- Reflection formula for the Fowler function: `Y(m) + Y(-m) = π²/6 + m²/2` for every real
`m`. -/
theorem fowler_reflection (m : ℝ) : fowler m + fowler (-m) = π ^ 2 / 6 + m ^ 2 / 2 := by
  have key : ∀ m : ℝ, 0 ≤ m → fowler m + fowler (-m) = π ^ 2 / 6 + m ^ 2 / 2 := by
    intro m hm
    have h1 := fowler_step hm
    have h2 := fowler_step (show -m ≤ 0 by linarith)
    have hc : Continuous supply := by
      unfold supply
      exact Continuous.log (by fun_prop) (fun x => by positivity)
    -- fold the energies below the Fermi level onto those above it
    have h3 : ∫ u in (-m)..(-0), supply u = m ^ 2 / 2 + ∫ u in (0 : ℝ)..m, supply u := by
      rw [← intervalIntegral.integral_comp_neg]
      simp only [supply_neg]
      have h4 : ∫ u in (0 : ℝ)..m, (u + supply u) =
          (∫ u in (0 : ℝ)..m, u) + ∫ u in (0 : ℝ)..m, supply u :=
        intervalIntegral.integral_add (continuous_id.intervalIntegrable 0 m)
          (hc.intervalIntegrable 0 m)
      rw [h4, integral_id]
      ring
    have e0 : (-0 : ℝ) = 0 := neg_zero
    rw [neg_neg, e0] at h2
    -- `B` is the supply between the Fermi level and `m`; it cancels in the sum
    obtain ⟨B, hB1, hB2⟩ : ∃ B : ℝ, fowler m = m ^ 2 / 2 + B + fowler 0 ∧
        fowler 0 = B + fowler (-m) :=
      ⟨∫ u in (0 : ℝ)..m, supply u, h1.trans (congrArg (fun t => t + fowler 0) h3), h2⟩
    linear_combination hB1 - hB2 + 2 * fowler_zero
  rcases le_total 0 m with hm | hm
  · exact key m hm
  · have h := key (-m) (by linarith)
    rw [neg_neg] at h
    linear_combination h
```

For every real m,

Y(m) + Y(−m) = π²/6 + m²/2.

Take m ≥ 0 first and put B = ∫_0^m g(u) du. Moving from 0 up to m, and using the symmetry of g, gives

Y(m) = ∫_{−m}^0 g(u) du + Y(0) = ∫_0^m (u + g(u)) du + Y(0) = m²/2 + B + Y(0).

Moving from −m up to 0 gives

Y(0) = B + Y(−m).

Hence B cancels from the sum, leaving m²/2 + 2Y(0). In the code `h3` is the folding step, `hB1` and `hB2` are the two displayed results, and `linear_combination` subtracts the second from the first and inserts Y(0) = π²/12 from `fowler_zero`. For m ≤ 0 the same formula is applied to −m, since the left side does not change.

```lean
/-- At or above threshold, `m ≥ 0`, the Fowler function exceeds the parabola `m²/2` by at least
`π²/12` and at most `π²/6`. -/
theorem fowler_bounds {m : ℝ} (hm : 0 ≤ m) :
    π ^ 2 / 12 + m ^ 2 / 2 ≤ fowler m ∧ fowler m ≤ π ^ 2 / 6 + m ^ 2 / 2 := by
  have hr := fowler_reflection m
  have h0 : 0 ≤ fowler (-m) :=
    integral_nonneg fun x => Real.log_nonneg (by linarith [Real.exp_pos (-m - x)])
  have h1 := fowler_step (show -m ≤ 0 by linarith)
  have h2 : 0 ≤ ∫ u in (-0)..(- -m), supply u :=
    intervalIntegral.integral_nonneg (by linarith) fun u _ =>
      Real.log_nonneg (by linarith [Real.exp_pos (-u)])
  constructor <;> linarith [fowler_zero]
```

For m ≥ 0, the integrand of Y(−m) is nonnegative, and moving from −m up to 0 adds a nonnegative amount. So 0 ≤ Y(−m) ≤ Y(0) = π²/12. Inserting this into the reflection formula gives

π²/12 + m²/2 ≤ Y(m) ≤ π²/6 + m²/2.

At m = 0 the lower bound is an equality.

## Restoring the energy units

```lean
/-- For `kT > 0` the emission integral is `(kT)²` times the Fowler function of
`(hν - φ)/kT`. -/
theorem emission_eq {kT : ℝ} (hT : 0 < kT) (hν φ : ℝ) :
    emission kT hν φ = kT ^ 2 * fowler ((hν - φ) / kT) := by
  have h := integral_comp_mul_left_Ioi
    (fun E => kT * Real.log (1 + Real.exp ((hν - φ - E) / kT))) 0 hT
  have e : ∀ x, (hν - φ - kT * x) / kT = (hν - φ) / kT - x := by
    intro x
    rw [sub_div, mul_div_cancel_left₀ x hT.ne']
  simp only [e, mul_zero, smul_eq_mul] at h
  rw [integral_const_mul] at h
  change kT * fowler ((hν - φ) / kT) = kT⁻¹ * emission kT hν φ at h
  calc emission kT hν φ = kT * (kT⁻¹ * emission kT hν φ) := by
        rw [mul_inv_cancel_left₀ hT.ne']
    _ = kT ^ 2 * fowler ((hν - φ) / kT) := by rw [← h]; ring
```

With E = kT x, one factor kT comes from the integrand and one from dE:

S = (kT)² Y((hν − φ)/kT).

The hypothesis `hT` says kT > 0. The proof uses Mathlib's rule for rescaling an integral over a half-line.

```lean
/-- At `kT > 0` and photon energy equal to the work function, the emission integral is
`π²(kT)²/12`, which is positive. -/
theorem emission_threshold {kT : ℝ} (hT : 0 < kT) (φ : ℝ) :
    emission kT φ φ = π ^ 2 * kT ^ 2 / 12 ∧ 0 < emission kT φ φ := by
  have h : emission kT φ φ = π ^ 2 * kT ^ 2 / 12 := by
    rw [emission_eq hT, sub_self, zero_div, fowler_zero]
    ring
  refine ⟨h, ?_⟩
  rw [h]
  positivity
```

Setting hν = φ makes the argument of Y zero, so S = π²(kT)²/12. The symbol `∧` means "and": the theorem states this value and its positivity together.

```lean
/-- For `kT > 0` and `hν ≥ φ`, the emission integral exceeds `(hν - φ)²/2` by at least
`π²(kT)²/12` and at most `π²(kT)²/6`. -/
theorem emission_bounds {kT hν φ : ℝ} (hT : 0 < kT) (h : φ ≤ hν) :
    (hν - φ) ^ 2 / 2 + π ^ 2 * kT ^ 2 / 12 ≤ emission kT hν φ ∧
      emission kT hν φ ≤ (hν - φ) ^ 2 / 2 + π ^ 2 * kT ^ 2 / 6 := by
  obtain ⟨h1, h2⟩ := fowler_bounds (div_nonneg (sub_nonneg.2 h) hT.le)
  have hs : kT ^ 2 * ((hν - φ) / kT) ^ 2 = (hν - φ) ^ 2 := by
    rw [← mul_pow, mul_div_cancel₀ _ hT.ne']
  have h3 := mul_le_mul_of_nonneg_left h1 (sq_nonneg kT)
  have h4 := mul_le_mul_of_nonneg_left h2 (sq_nonneg kT)
  rw [emission_eq hT]
  constructor <;> linarith

end

end FowlerPhotoemission
```

For hν ≥ φ, multiplying the bounds on Y by (kT)² gives

(hν − φ)²/2 + π²(kT)²/12 ≤ S ≤ (hν − φ)²/2 + π²(kT)²/6.

The first term is the zero-temperature parabola, and the thermal excess stays between two fixed multiples of (kT)². When a computed work function is compared with a photoemission threshold, these bounds limit what the thermal spread of the electrons adds to the emission at fixed φ, within the model of free electrons and constant escape probability. A change of φ itself with temperature is not included.

```lean
#print axioms FowlerPhotoemission.fowler_reflection
#print axioms FowlerPhotoemission.emission_threshold
#print axioms FowlerPhotoemission.emission_bounds
```

```
'FowlerPhotoemission.fowler_reflection' depends on axioms: [propext, Classical.choice, Quot.sound]
'FowlerPhotoemission.emission_threshold' depends on axioms: [propext, Classical.choice, Quot.sound]
'FowlerPhotoemission.emission_bounds' depends on axioms: [propext, Classical.choice, Quot.sound]
```
